# Two bounded 2 × 2 flows whose generators have a sum with an unbounded flow

Write a real 2 × 2 matrix row by row, with a semicolon between the rows, and take

A = [0, 4; −1, 0], B = [0, −1; 4, 0].

Multiplying out gives A² = B² = −4·1, where 1 is the identity matrix. Each generator therefore drives an oscillation of angular frequency 2, and the entries of exp(tA) and exp(tB) stay bounded for all real t. The sum behaves differently:

A + B = [0, 3; 3, 0], (A + B)² = +9·1.

The sign of the square has changed, and with it the cosine becomes a hyperbolic cosine. The first diagonal entry of exp(t(A + B)) is cosh(3t), which exceeds every bound.

## Boundedness for general positive couplings

For real a, b > 0 let

A = [0, a; −b, 0], B = [0, −b; a, 0].

With a, b > 0 the two off-diagonal couplings in each generator have opposite signs, as in the equations for the position and momentum of an oscillator. Call a flow exp(tM) bounded if one constant bounds all its entries at all real times. Then the flows of A and B are both bounded, and

exp(t(A + B)) is bounded if and only if a = b.

In the bounded case B = −A, so the sum is zero and its flow is the identity.

## Substep tests in a splitting code

A splitting code advances x′ = (A + B)x by alternating the flows of A and B. A long run of each substep alone is a natural test, and here both substeps pass it. Passing it does not show that the combined motion is bounded: in this linear two-variable model with a ≠ b, the exact solution starting from (1, 0) grows without bound, so growth in the output need not be a fault of the integrator.

In real-time quantum propagation with a finite Hermitian Hamiltonian split into Hermitian parts, every partial propagator and the full one are unitary, and this instability does not arise. The example is relevant to linearised equations of motion whose generators are not anti-Hermitian, though it is only a 2 × 2 model of them.

## From the square of a generator to its flow

Suppose M² = q·1 for a real number q. The powers in the exponential series are then

(tM)²ᵏ = (qt²)ᵏ·1, (tM)²ᵏ⁺¹ = t(qt²)ᵏ M.

Collecting even and odd terms gives exp(tM) = c·1 + s·M with

c = Σₖ (qt²)ᵏ / (2k)!, s = Σₖ t(qt²)ᵏ / (2k+1)!, k = 0, 1, 2, …

For q = −w² with w ≠ 0, the terms of c are (−1)ᵏ(wt)²ᵏ/(2k)!, and those of s are (−1)ᵏ(wt)²ᵏ⁺¹/(2k+1)! divided by w. Hence

exp(tM) = cos(wt)·1 + (sin(wt)/w) M.

Since |cos| ≤ 1 and |sin| ≤ 1, every entry of exp(tM) is at most 1 + S/|w| in absolute value, where S is the sum of the absolute values of all entries of M. Both A and B square to −ab·1, so this applies with w = √(ab).

For q = 1 the same two series are cosh t and sinh t. With X = [0, 1; 1, 0] we have X² = 1 and A + B = (a − b)X, so

exp(t(A + B)) = cosh((a − b)t)·1 + sinh((a − b)t) X.

Suppose a ≠ b and some constant C bounds all entries. At t = C/(a − b) the first diagonal entry is cosh C, so cosh C ≤ C, and in particular C ≥ 0. But for C ≥ 0

C ≤ sinh C < cosh C,

which is a contradiction. If a = b, the flow is the identity and C = 1 is a bound.

The alternating product takes a simple form at one particular step length. After a quarter period τ = π/(2w) the cosine vanishes and the sine is 1, so exp(τA) = A/w and exp(τB) = B/w. Therefore

exp(τA) exp(τB) = AB/(ab) = [a/b, 0; 0, b/a],

and N cycles give [(a/b)ᴺ, 0; 0, (b/a)ᴺ].

### One cycle with a = 4 and b = 1

Here w = 2 and τ = π/4, and the two substeps are

exp(τA) = [0, 2; −1/2, 0], exp(τB) = [0, −1/2; 2, 0].

Start from the vector (1, 0). The B substep, which acts first, gives (0, 2), and the A substep turns this into (4, 0). Three cycles give (64, 0). The exact flow of A + B over the time τ takes (1, 0) to (cosh(3π/4), sinh(3π/4)), about (5.32, 5.23). At this large step the splitting is inaccurate, but both motions grow.

## The Lean file

```lean
import Mathlib

open Matrix

namespace StablePartsUnstableSum

noncomputable section

variable {n : Type*} [Fintype n] [DecidableEq n]

/-- The flow `exp (t M)` is bounded: one constant bounds all its entries at all real times. -/
def BoundedFlow (M : Matrix n n ℝ) : Prop :=
  ∃ C : ℝ, ∀ (t : ℝ) (i j : n), |(NormedSpace.exp (t • M) : Matrix n n ℝ) i j| ≤ C

/-- The first generator, `a E12 - b E21`. -/
def partA (a b : ℝ) : Matrix (Fin 2) (Fin 2) ℝ := !![0, a; -b, 0]

/-- The second generator, `a E21 - b E12`. -/
def partB (a b : ℝ) : Matrix (Fin 2) (Fin 2) ℝ := !![0, -b; a, 0]

/-- If the square of a generator is a number `q`, its propagator is a combination of the identity
and the generator, with the sums `c` and `s` of the series in `hc` and `hs` as coefficients. -/
theorem exp_smul_of_sq {R : Type*} [Ring R] [Algebra ℚ R] [Algebra ℝ R] [TopologicalSpace R]
    [IsTopologicalRing R] [T2Space R] [ContinuousSMul ℝ R] (M : R) (q t c s : ℝ)
    (hM : M * M = q • (1 : R))
    (hc : HasSum (fun k : ℕ => (q * t ^ 2) ^ k / ((2 * k).factorial : ℝ)) c)
    (hs : HasSum (fun k : ℕ => t * (q * t ^ 2) ^ k / ((2 * k + 1).factorial : ℝ)) s) :
    NormedSpace.exp (t • M) = c • (1 : R) + s • M := by
  have hsq : (t • M) ^ 2 = (q * t ^ 2) • (1 : R) := by
    rw [pow_two (t • M), smul_mul_smul_comm, hM, smul_smul,
      show t * t * q = q * t ^ 2 by ring]
  have heven : ∀ k : ℕ, (t • M) ^ (2 * k) = ((q * t ^ 2) ^ k) • (1 : R) := by
    intro k
    rw [pow_mul (t • M) 2 k, hsq, smul_pow, one_pow]
  -- even powers are multiples of the identity, odd powers are multiples of the generator
  have e1 : (fun k : ℕ => (((2 * k).factorial : ℝ)⁻¹) • (t • M) ^ (2 * k))
      = fun k : ℕ => ((q * t ^ 2) ^ k / ((2 * k).factorial : ℝ)) • (1 : R) := by
    funext k
    rw [heven, smul_smul, inv_mul_eq_div]
  have e2 : (fun k : ℕ => (((2 * k + 1).factorial : ℝ)⁻¹) • (t • M) ^ (2 * k + 1))
      = fun k : ℕ => (t * (q * t ^ 2) ^ k / ((2 * k + 1).factorial : ℝ)) • M := by
    funext k
    rw [pow_succ (t • M) (2 * k), heven, smul_mul_smul_comm, one_mul M, smul_smul,
      inv_mul_eq_div, mul_comm ((q * t ^ 2) ^ k) t]
  have h1 : HasSum (fun k : ℕ => (((2 * k).factorial : ℝ)⁻¹) • (t • M) ^ (2 * k))
      (c • (1 : R)) := by
    rw [e1]
    exact hc.smul_const (1 : R)
  have h2 : HasSum (fun k : ℕ => (((2 * k + 1).factorial : ℝ)⁻¹) • (t • M) ^ (2 * k + 1))
      (s • M) := by
    rw [e2]
    exact hs.smul_const M
  have h := HasSum.even_add_odd
    (f := fun m : ℕ => ((m.factorial : ℝ)⁻¹) • (t • M) ^ m) h1 h2
  rw [NormedSpace.exp_eq_tsum ℝ]
  exact h.tsum_eq

/-- A generator with square `-w²`, `w` nonzero, has the oscillating propagator `cos (w t) + (sin (w
t) / w) M`. -/
theorem exp_oscillating (M : Matrix n n ℝ) {w : ℝ} (hw : w ≠ 0)
    (hM : M * M = (-w ^ 2) • (1 : Matrix n n ℝ)) (t : ℝ) :
    NormedSpace.exp (t • M)
      = Real.cos (w * t) • (1 : Matrix n n ℝ) + (Real.sin (w * t) / w) • M := by
  have hp : ∀ k : ℕ, (-w ^ 2 * t ^ 2) ^ k = (-1) ^ k * (w * t) ^ (2 * k) := by
    intro k
    rw [pow_mul (w * t) 2 k, ← mul_pow (-1 : ℝ) ((w * t) ^ 2) k,
      show (-1 : ℝ) * (w * t) ^ 2 = -w ^ 2 * t ^ 2 by ring]
  have key : ∀ S P F : ℝ, t * (S * P) * (F * w) = S * (P * (w * t)) * F := by
    intro S P F
    ring
  have ec : (fun k : ℕ => (-w ^ 2 * t ^ 2) ^ k / ((2 * k).factorial : ℝ))
      = fun k : ℕ => (-1) ^ k * (w * t) ^ (2 * k) / ((2 * k).factorial : ℝ) := by
    funext k
    rw [hp]
  have es : (fun k : ℕ => t * (-w ^ 2 * t ^ 2) ^ k / ((2 * k + 1).factorial : ℝ))
      = fun k : ℕ =>
        (-1) ^ k * (w * t) ^ (2 * k + 1) / ((2 * k + 1).factorial : ℝ) / w := by
    funext k
    have hF : ((2 * k + 1).factorial : ℝ) ≠ 0 :=
      Nat.cast_ne_zero.mpr (Nat.factorial_ne_zero _)
    rw [hp, pow_succ (w * t) (2 * k), div_div, div_eq_div_iff hF (mul_ne_zero hF hw)]
    exact key _ _ _
  refine exp_smul_of_sq M (-w ^ 2) t (Real.cos (w * t)) (Real.sin (w * t) / w) hM ?_ ?_
  · rw [ec]
    exact Real.hasSum_cos (w * t)
  · rw [es]
    exact (Real.hasSum_sin (w * t)).div_const w

/-- A generator with square `1` has the hyperbolic propagator `cosh t + sinh t X`. -/
theorem exp_hyperbolic (X : Matrix n n ℝ) (hX : X * X = 1) (t : ℝ) :
    NormedSpace.exp (t • X) = Real.cosh t • (1 : Matrix n n ℝ) + Real.sinh t • X := by
  have ec : (fun k : ℕ => (1 * t ^ 2) ^ k / ((2 * k).factorial : ℝ))
      = fun k : ℕ => t ^ (2 * k) / ((2 * k).factorial : ℝ) := by
    funext k
    rw [one_mul (t ^ 2), pow_mul t 2 k]
  have es : (fun k : ℕ => t * (1 * t ^ 2) ^ k / ((2 * k + 1).factorial : ℝ))
      = fun k : ℕ => t ^ (2 * k + 1) / ((2 * k + 1).factorial : ℝ) := by
    funext k
    rw [one_mul (t ^ 2), pow_succ t (2 * k), pow_mul t 2 k, mul_comm t ((t ^ 2) ^ k)]
  have hX' : X * X = (1 : ℝ) • (1 : Matrix n n ℝ) := by rw [hX, one_smul]
  refine exp_smul_of_sq X 1 t (Real.cosh t) (Real.sinh t) hX' ?_ ?_
  · rw [ec]
    exact Real.hasSum_cosh t
  · rw [es]
    exact Real.hasSum_sinh t

/-- A generator with square `-w²`, `w` nonzero, has a bounded flow. -/
theorem boundedFlow_of_sq (M : Matrix n n ℝ) {w : ℝ} (hw : w ≠ 0)
    (hM : M * M = (-w ^ 2) • (1 : Matrix n n ℝ)) : BoundedFlow M := by
  refine ⟨1 + 1 / |w| * ∑ i, ∑ j, |M i j|, fun t i j => ?_⟩
  have hS1 : |M i j| ≤ ∑ l, |M i l| :=
    Finset.single_le_sum (f := fun l => |M i l|) (fun _ _ => abs_nonneg _) (Finset.mem_univ j)
  have hS2 : ∑ l, |M i l| ≤ ∑ k, ∑ l, |M k l| :=
    Finset.single_le_sum (f := fun k => ∑ l, |M k l|)
      (fun _ _ => Finset.sum_nonneg fun _ _ => abs_nonneg _) (Finset.mem_univ i)
  have h1 : |(1 : Matrix n n ℝ) i j| ≤ 1 := by
    rw [Matrix.one_apply]
    split_ifs <;> simp
  rw [exp_oscillating M hw hM t, Matrix.add_apply, Matrix.smul_apply, Matrix.smul_apply,
    smul_eq_mul, smul_eq_mul]
  refine (abs_add_le _ _).trans (add_le_add ?_ ?_)
  · rw [abs_mul]
    exact mul_le_one₀ (Real.abs_cos_le_one _) (abs_nonneg _) h1
  · rw [abs_mul, abs_div]
    exact mul_le_mul
      (div_le_div_of_nonneg_right (Real.abs_sin_le_one (w * t)) (abs_nonneg w))
      (hS1.trans hS2) (abs_nonneg _) (div_nonneg zero_le_one (abs_nonneg w))

/-- For positive `a` and `b` both generators square to `-ab`, written here as `-√(ab)²`. -/
theorem parts_sq {a b : ℝ} (ha : 0 < a) (hb : 0 < b) :
    partA a b * partA a b = (-√(a * b) ^ 2) • (1 : Matrix (Fin 2) (Fin 2) ℝ) ∧
    partB a b * partB a b = (-√(a * b) ^ 2) • (1 : Matrix (Fin 2) (Fin 2) ℝ) := by
  rw [Real.sq_sqrt (mul_pos ha hb).le]
  constructor <;> ext i j <;> fin_cases i <;> fin_cases j <;>
    simp [partA, partB, Matrix.mul_apply, Fin.sum_univ_succ] <;> ring

/-- The flow of the sum is a hyperbolic rotation with rate `a - b`. -/
theorem exp_sum (a b t : ℝ) :
    NormedSpace.exp (t • (partA a b + partB a b))
      = !![Real.cosh ((a - b) * t), Real.sinh ((a - b) * t);
           Real.sinh ((a - b) * t), Real.cosh ((a - b) * t)] := by
  have h : partA a b + partB a b
      = (a - b) • (!![0, 1; 1, 0] : Matrix (Fin 2) (Fin 2) ℝ) := by
    ext i j
    fin_cases i <;> fin_cases j <;> simp [partA, partB] <;> ring
  have hX : (!![0, 1; 1, 0] : Matrix (Fin 2) (Fin 2) ℝ) * !![0, 1; 1, 0] = 1 := by
    ext i j
    fin_cases i <;> fin_cases j <;> simp [Matrix.mul_apply, Fin.sum_univ_succ]
  rw [h, smul_smul, mul_comm t (a - b), exp_hyperbolic _ hX]
  ext i j
  fin_cases i <;> fin_cases j <;> simp

/-- For positive `a` and `b` both partial flows are bounded, whereas the flow of the sum is
bounded exactly when `a = b`. -/
theorem stable_parts_sum_bounded_iff {a b : ℝ} (ha : 0 < a) (hb : 0 < b) :
    BoundedFlow (partA a b) ∧ BoundedFlow (partB a b) ∧
      (BoundedFlow (partA a b + partB a b) ↔ a = b) := by
  have hlt : ∀ x : ℝ, Real.sinh x < Real.cosh x := by
    intro x
    rw [Real.sinh_eq, Real.cosh_eq]
    linarith [Real.exp_pos (-x)]
  have hw : √(a * b) ≠ 0 := (Real.sqrt_pos.mpr (mul_pos ha hb)).ne'
  refine ⟨boundedFlow_of_sq _ hw (parts_sq ha hb).1,
    boundedFlow_of_sq _ hw (parts_sq ha hb).2, ?_, ?_⟩
  · rintro ⟨C, hC⟩
    by_contra h
    have hk : a - b ≠ 0 := sub_ne_zero.mpr h
    -- at time C / (a - b) the diagonal entry is cosh C, which exceeds C
    have h0 := hC (C / (a - b)) 0 0
    have e : (a - b) * (C / (a - b)) = C := by
      rw [div_eq_inv_mul, mul_inv_cancel_left₀ hk]
    rw [exp_sum, e] at h0
    have h1 : |Real.cosh C| ≤ C := by simpa using h0
    have h2 : 0 ≤ C := (abs_nonneg _).trans h1
    have h3 : C < Real.cosh C := (Real.self_le_sinh_iff.mpr h2).trans_lt (hlt C)
    exact absurd h3 (not_lt_of_ge ((le_abs_self _).trans h1))
  · intro h
    subst h
    refine ⟨1, fun t i j => ?_⟩
    rw [exp_sum]
    fin_cases i <;> fin_cases j <;> simp

/-- The case `a = 4`, `b = 1`: two bounded flows whose generators add up to one with an unbounded
flow, with first diagonal entry `cosh (3 t)`. -/
theorem four_one_counterexample :
    BoundedFlow (!![0, 4; -1, 0] : Matrix (Fin 2) (Fin 2) ℝ) ∧
    BoundedFlow (!![0, -1; 4, 0] : Matrix (Fin 2) (Fin 2) ℝ) ∧
    (∀ t : ℝ, (NormedSpace.exp (t • ((!![0, 4; -1, 0] : Matrix (Fin 2) (Fin 2) ℝ)
      + !![0, -1; 4, 0])) : Matrix (Fin 2) (Fin 2) ℝ) 0 0 = Real.cosh (3 * t)) ∧
    ¬ BoundedFlow ((!![0, 4; -1, 0] : Matrix (Fin 2) (Fin 2) ℝ) + !![0, -1; 4, 0]) := by
  have h := stable_parts_sum_bounded_iff (a := 4) (b := 1) (by norm_num) (by norm_num)
  have hS : (!![0, 4; -1, 0] : Matrix (Fin 2) (Fin 2) ℝ) + !![0, -1; 4, 0]
      = partA 4 1 + partB 4 1 := by
    simp only [partA, partB]
  rw [hS]
  refine ⟨by simpa only [partA] using h.1, by simpa only [partB] using h.2.1,
    fun t => ?_, fun hb => ?_⟩
  · rw [exp_sum, show (4 : ℝ) - 1 = 3 by norm_num]
    simp
  · have h1 := h.2.2.mp hb
    norm_num at h1

/-- For positive `a` and `b`, alternating the two flows, each for the time `π / (2 √(ab))`, gives
after `N` cycles the diagonal propagator with entries `(a/b)^N` and `(b/a)^N`. -/
theorem alternating_flows {a b : ℝ} (ha : 0 < a) (hb : 0 < b) (N : ℕ) :
    (NormedSpace.exp ((Real.pi / (2 * √(a * b))) • partA a b)
      * NormedSpace.exp ((Real.pi / (2 * √(a * b))) • partB a b)) ^ N
      = !![(a / b) ^ N, 0; 0, (b / a) ^ N] := by
  have hw : √(a * b) ≠ 0 := (Real.sqrt_pos.mpr (mul_pos ha hb)).ne'
  have e : √(a * b) * (Real.pi / (2 * √(a * b))) = Real.pi / 2 := by
    rw [← mul_div_assoc, mul_comm 2 (√(a * b)), mul_div_mul_left _ _ hw]
  have hAB : partA a b * partB a b = !![a * a, 0; 0, b * b] := by
    ext i j
    fin_cases i <;> fin_cases j <;>
      simp [partA, partB, Matrix.mul_apply, Fin.sum_univ_succ]
  have h11 : (a * b)⁻¹ * (a * a) = a / b := by
    rw [inv_mul_eq_div, mul_div_mul_left _ _ ha.ne']
  have h22 : (a * b)⁻¹ * (b * b) = b / a := by
    rw [inv_mul_eq_div, mul_div_mul_right _ _ hb.ne']
  have hbase : (a * b)⁻¹ • (!![a * a, 0; 0, b * b] : Matrix (Fin 2) (Fin 2) ℝ)
      = !![a / b, 0; 0, b / a] := by
    simp only [Matrix.smul_of, Matrix.smul_cons, Matrix.smul_empty, smul_eq_mul, mul_zero,
      h11, h22]
  -- after a quarter period each propagator is proportional to its generator
  rw [exp_oscillating _ hw (parts_sq ha hb).1, exp_oscillating _ hw (parts_sq ha hb).2, e,
    Real.cos_pi_div_two, Real.sin_pi_div_two, zero_smul, zero_add, zero_add,
    smul_mul_smul_comm, hAB, one_div, ← mul_inv, Real.mul_self_sqrt (mul_pos ha hb).le, hbase]
  induction N with
  | zero =>
    ext i j
    fin_cases i <;> fin_cases j <;> simp
  | succ N ih =>
    rw [pow_succ, ih, Matrix.mul_fin_two, pow_succ (a / b) N, pow_succ (b / a) N]
    simp

end

end StablePartsUnstableSum
```

```lean
#print axioms StablePartsUnstableSum.stable_parts_sum_bounded_iff
-- 'StablePartsUnstableSum.stable_parts_sum_bounded_iff' depends on axioms: [propext, Classical.choice, Quot.sound]
#print axioms StablePartsUnstableSum.four_one_counterexample
-- 'StablePartsUnstableSum.four_one_counterexample' depends on axioms: [propext, Classical.choice, Quot.sound]
#print axioms StablePartsUnstableSum.alternating_flows
-- 'StablePartsUnstableSum.alternating_flows' depends on axioms: [propext, Classical.choice, Quot.sound]
```

## What the theorems say, and their range

`BoundedFlow M` states that there is a real `C` with every entry of `exp (t • M)` at most `C` in absolute value. `C` is chosen before the time and the indices, and the time runs over all reals, negative ones included. `partA a b` and `partB a b` are the matrices A and B above. Lean counts rows and columns from zero, so the first diagonal entry is `0 0`.

`stable_parts_sum_bounded_iff` is the general statement, with `0 < a` and `0 < b` as its only hypotheses. `four_one_counterexample` writes out the opening matrices explicitly and adds the formula `Real.cosh (3 * t)`. `alternating_flows` gives the exact product for every natural number `N`, including zero, at the quarter-period step only.

The substeps are exact exponentials in real arithmetic. Rounding, approximate substeps, other step lengths and the limit of small steps are not treated, nor are nonlinear or time-dependent generators. The equivalence with a = b belongs to this two-parameter family and is not a stability criterion for general pairs of matrices.

## How the proof splits the exponential series

The proof turns on Mathlib's `HasSum.even_add_odd`. `HasSum f x` says that the series with terms `f` converges to `x` regardless of the order of its terms. If the even-indexed terms of a series sum to one value and the odd-indexed terms to another, the lemma concludes that the whole series sums to the total of the two.

In `exp_smul_of_sq` the hypotheses `hc` and `hs` supply the scalar sums c and s. The equalities `e1` and `e2` rewrite the even and odd terms as scalars times the identity and times the generator, and `smul_const` carries the scalar convergence over to them. After `even_add_odd` has joined the halves, `exp_eq_tsum` identifies the total with the exponential. No matrix norm has to be chosen, because all the convergence comes from real series.

The other lemmas follow the derivation:

- `exp_oscillating` and `exp_hyperbolic` match c and s with Mathlib's series for cosine and sine, and for their hyperbolic versions. Both hold for square matrices of any finite size that satisfy the condition on the square.
- `boundedFlow_of_sq` proves the bound 1 + S/|w|, using the triangle inequality and the fact that the absolute value of one entry is no larger than the sum S of the absolute values of all entries.
- `parts_sq` computes the two squares entry by entry, and `exp_sum` writes A + B as (a − b)X before applying the hyperbolic formula.
- In `stable_parts_sum_bounded_iff`, the supposed bound is tested at time `C / (a - b)`. `Real.self_le_sinh_iff` gives C ≤ sinh C, and the auxiliary `hlt` gives sinh C < cosh C.
- `four_one_counterexample` specialises these results; boundedness of the sum would force 4 = 1.
- `alternating_flows` evaluates one cycle at the quarter period and obtains the N-th power by induction.
